# With symmetric positive denominators, the closed-shell second-order pair energy has singlet weight one and triplet weight three, and is never positive

In a closed-shell MP2 calculation with real orbitals, I can take the integrals of one occupied pair, form their symmetric and antisymmetric parts in the two virtual orbitals, and accumulate the pair energy as two sums of squares: the singlet part with weight 1, the triplet part with weight 3. The usual expression

$$E=-\sum_{a,b}\frac{v_{ab}\,(2v_{ab}-v_{ba})}{D_{ab}}$$

contains products $v_{ab}v_{ba}$ of either sign, so its own sign is not visible term by term. The rewritten form should show that $E\le 0$, and that $E=0$ only if every integral vanishes.

I would like to see this made rigorous and checked by machine, with the assumptions on $D$ stated. I also scale the opposite-spin and same-spin energies separately at times. Which scaling factors keep the pair energy nonpositive whatever the integrals are?

## Yes: exchanging the virtual orbitals removes the cross term

Fix an occupied pair $i,j$. Let $a,b$ run over the virtual orbitals, and let $v_{ab}=(ia|jb)$, so that $v_{ba}=(ib|ja)$. The denominators are $D_{ab}=\varepsilon_a+\varepsilon_b-\varepsilon_i-\varepsilon_j$, where $\varepsilon$ denotes an orbital energy. They are symmetric in $a$ and $b$, and positive if every virtual level lies above both occupied ones. Define

$$p_{ab}=\tfrac12(v_{ab}+v_{ba}),\qquad m_{ab}=\tfrac12(v_{ab}-v_{ba}).$$

Then $v_{ab}=p_{ab}+m_{ab}$ and $v_{ba}=p_{ab}-m_{ab}$.

Consider the cross term $X=\sum_{a,b}p_{ab}m_{ab}/D_{ab}$. Renaming $a\leftrightarrow b$ leaves a double sum unchanged, while $p_{ba}=p_{ab}$, $m_{ba}=-m_{ab}$ and $D_{ba}=D_{ab}$. Hence $X=-X$, and $X=0$.

The opposite-spin energy is

$$E_{\mathrm{os}}=-\sum_{a,b}\frac{v_{ab}^2}{D_{ab}}=-\sum_{a,b}\frac{p_{ab}^2+m_{ab}^2}{D_{ab}}-2X=-\sum_{a,b}\frac{p_{ab}^2+m_{ab}^2}{D_{ab}}.$$

For the same-spin energy, $v_{ab}-v_{ba}=2m_{ab}$, so

$$E_{\mathrm{ss}}=-\sum_{a,b}\frac{v_{ab}(v_{ab}-v_{ba})}{D_{ab}}=-\sum_{a,b}\frac{2m_{ab}^2}{D_{ab}}-2X=-\sum_{a,b}\frac{2m_{ab}^2}{D_{ab}}.$$

Since $v_{ab}(2v_{ab}-v_{ba})=v_{ab}^2+v_{ab}(v_{ab}-v_{ba})$, the pair energy is the sum of the two:

$$E=E_{\mathrm{os}}+E_{\mathrm{ss}}=-\sum_{a,b}\frac{p_{ab}^2+3m_{ab}^2}{D_{ab}}.$$

The weight 3 counts the triplet components: one appears in the opposite-spin energy and two in the same-spin energy.

Now use $D_{ab}>0$. The same-spin energy is nonpositive, so $E\le E_{\mathrm{os}}$. Also $2m_{ab}^2\le 2(p_{ab}^2+m_{ab}^2)$, so $E_{\mathrm{ss}}\ge 2E_{\mathrm{os}}$. Together,

$$3E_{\mathrm{os}}\le E\le E_{\mathrm{os}}.$$

If some $v_{ab}\neq0$, then $E_{\mathrm{os}}$ is minus a sum of nonnegative terms of which at least one is positive, so $E\le E_{\mathrm{os}}<0$. If $v=0$, then $E=0$. This settles both the sign and the vanishing case.

## Which scaling factors keep the energy nonpositive

With factors $c_{\mathrm{os}}$ and $c_{\mathrm{ss}}$, the same two formulas give

$$c_{\mathrm{os}}E_{\mathrm{os}}+c_{\mathrm{ss}}E_{\mathrm{ss}}=-\sum_{a,b}\frac{c_{\mathrm{os}}\,p_{ab}^2+(c_{\mathrm{os}}+2c_{\mathrm{ss}})\,m_{ab}^2}{D_{ab}}.$$

If both weights are nonnegative, the energy is nonpositive for every $v$. For the converse, suppose that it is nonpositive for every $v$, and that there are at least two virtual orbitals.

- Take $v_{ab}=1$ for all $a,b$. Then $m=0$ and $E_{\mathrm{ss}}=0$, so the scaled energy is $c_{\mathrm{os}}E_{\mathrm{os}}$ with $E_{\mathrm{os}}<0$. Hence $c_{\mathrm{os}}\ge0$.
- Choose a virtual orbital $k$, let $f_a=1$ for $a=k$ and $f_a=0$ otherwise, and take $v_{ab}=f_a-f_b$. This matrix is antisymmetric, and it is nonzero because a second orbital exists. Now $p=0$ and $E_{\mathrm{ss}}=2E_{\mathrm{os}}$, so the scaled energy is $(c_{\mathrm{os}}+2c_{\mathrm{ss}})E_{\mathrm{os}}$. Hence $c_{\mathrm{os}}+2c_{\mathrm{ss}}\ge0$.

A negative same-spin factor is therefore allowed, down to $-c_{\mathrm{os}}/2$. With a single virtual orbital there is no triplet part, and only $c_{\mathrm{os}}\ge0$ is needed.

In a closed-shell spin-component-scaled second-order calculation with a finite real orbital basis and positive denominators, factors that meet both conditions guarantee a nonpositive contribution from each pair. The converse ranges over all real matrices $v$, so it does not show that other factors fail for the integrals of an actual molecule.

## An asymmetric denominator can make the energy positive

Take two virtual orbitals with $v_{11}=v_{22}=0$, $v_{12}=1$, $v_{21}=3$, and positive denominators $D_{11}=D_{22}=D_{12}=1$ but $D_{21}=30$. Then

$$E=-\left[\frac{1\cdot(2-3)}{1}+\frac{3\cdot(6-1)}{30}\right]=-\left[-1+\tfrac12\right]=+\tfrac12.$$

The sum of squares would give $-(7+\tfrac{7}{30})$ instead, because $p_{12}=2$ and $m_{12}=-1$. Without symmetry of $D$, both the identity and the sign can fail. The example is purely mathematical: denominators built from orbital energies always satisfy $D_{12}=D_{21}$.

## The Lean file

```lean
import Mathlib

open Finset

namespace SingletTripletPairEnergy

noncomputable section

variable {n : Type*} [Fintype n]

/-- The singlet part of the pair integrals: symmetric under exchange of the virtual orbitals. -/
def singletPart (v : Matrix n n ℝ) : Matrix n n ℝ := fun a b => (v a b + v b a) / 2

/-- The triplet part of the pair integrals: antisymmetric under exchange of the virtual orbitals. -/
def tripletPart (v : Matrix n n ℝ) : Matrix n n ℝ := fun a b => (v a b - v b a) / 2

/-- The second-order energy of a closed-shell electron pair with integrals `v` and
orbital-energy denominators `D`. -/
def pairEnergy (v D : Matrix n n ℝ) : ℝ :=
  -∑ a, ∑ b, v a b * (2 * v a b - v b a) / D a b

/-- The opposite-spin component of the second-order pair energy. -/
def oppositeSpinEnergy (v D : Matrix n n ℝ) : ℝ :=
  -∑ a, ∑ b, v a b ^ 2 / D a b

/-- The same-spin component of the second-order pair energy. -/
def sameSpinEnergy (v D : Matrix n n ℝ) : ℝ :=
  -∑ a, ∑ b, v a b * (v a b - v b a) / D a b

/-- The spin-component-scaled pair energy with factors `cos` (opposite spin) and
`css` (same spin). -/
def scaledEnergy (cos css : ℝ) (v D : Matrix n n ℝ) : ℝ :=
  cos * oppositeSpinEnergy v D + css * sameSpinEnergy v D

/-- The singlet-triplet cross term sums to zero when the denominators are symmetric. -/
theorem cross_term_zero {D : Matrix n n ℝ} (hS : D.IsSymm) (v : Matrix n n ℝ) :
    ∑ a, ∑ b, singletPart v a b * tripletPart v a b / D a b = 0 := by
  -- exchanging the two virtual orbitals reverses the sign of the sum
  have h : ∑ a, ∑ b, singletPart v a b * tripletPart v a b / D a b
      = -∑ a, ∑ b, singletPart v a b * tripletPart v a b / D a b := by
    conv_lhs => rw [Finset.sum_comm]
    simp only [← Finset.sum_neg_distrib]
    refine sum_congr rfl fun a _ => sum_congr rfl fun b _ => ?_
    rw [hS.apply a b]
    simp only [singletPart, tripletPart]
    ring
  linarith

/-- With symmetric denominators, the opposite-spin energy weights the singlet and triplet parts
equally. -/
theorem oppositeSpinEnergy_eq {D : Matrix n n ℝ} (hS : D.IsSymm) (v : Matrix n n ℝ) :
    oppositeSpinEnergy v D
      = -∑ a, ∑ b, (singletPart v a b ^ 2 + tripletPart v a b ^ 2) / D a b := by
  have h : ∑ a, ∑ b, v a b ^ 2 / D a b
      = ∑ a, ∑ b, (singletPart v a b ^ 2 + tripletPart v a b ^ 2) / D a b
        + 2 * ∑ a, ∑ b, singletPart v a b * tripletPart v a b / D a b := by
    simp only [Finset.mul_sum, ← Finset.sum_add_distrib]
    refine sum_congr rfl fun a _ => sum_congr rfl fun b _ => ?_
    simp only [singletPart, tripletPart]
    ring
  rw [oppositeSpinEnergy, h, cross_term_zero hS, mul_zero, add_zero]

/-- With symmetric denominators, the same-spin energy contains only the triplet part, with weight
two. -/
theorem sameSpinEnergy_eq {D : Matrix n n ℝ} (hS : D.IsSymm) (v : Matrix n n ℝ) :
    sameSpinEnergy v D = -∑ a, ∑ b, 2 * tripletPart v a b ^ 2 / D a b := by
  have h : ∑ a, ∑ b, v a b * (v a b - v b a) / D a b
      = ∑ a, ∑ b, 2 * tripletPart v a b ^ 2 / D a b
        + 2 * ∑ a, ∑ b, singletPart v a b * tripletPart v a b / D a b := by
    simp only [Finset.mul_sum, ← Finset.sum_add_distrib]
    refine sum_congr rfl fun a _ => sum_congr rfl fun b _ => ?_
    simp only [singletPart, tripletPart]
    ring
  rw [sameSpinEnergy, h, cross_term_zero hS, mul_zero, add_zero]

/-- With symmetric denominators, spin-component scaling gives the singlet part the weight `cos` and
the triplet part the weight `cos + 2 css`. -/
theorem scaledEnergy_eq {D : Matrix n n ℝ} (hS : D.IsSymm) (cos css : ℝ) (v : Matrix n n ℝ) :
    scaledEnergy cos css v D = -∑ a, ∑ b,
      (cos * singletPart v a b ^ 2 + (cos + 2 * css) * tripletPart v a b ^ 2) / D a b := by
  have h : ∑ a, ∑ b,
      (cos * singletPart v a b ^ 2 + (cos + 2 * css) * tripletPart v a b ^ 2) / D a b
      = cos * ∑ a, ∑ b, (singletPart v a b ^ 2 + tripletPart v a b ^ 2) / D a b
        + css * ∑ a, ∑ b, 2 * tripletPart v a b ^ 2 / D a b := by
    simp only [Finset.mul_sum, ← Finset.sum_add_distrib]
    refine sum_congr rfl fun a _ => sum_congr rfl fun b _ => ?_
    ring
  rw [scaledEnergy, oppositeSpinEnergy_eq hS, sameSpinEnergy_eq hS, h]
  ring

/-- The pair energy is the sum of its opposite-spin and same-spin components. -/
theorem pairEnergy_eq_scaled (v D : Matrix n n ℝ) : pairEnergy v D = scaledEnergy 1 1 v D := by
  have h : ∑ a, ∑ b, v a b * (2 * v a b - v b a) / D a b
      = ∑ a, ∑ b, v a b ^ 2 / D a b + ∑ a, ∑ b, v a b * (v a b - v b a) / D a b := by
    simp only [← Finset.sum_add_distrib]
    refine sum_congr rfl fun a _ => sum_congr rfl fun b _ => ?_
    ring
  rw [pairEnergy, h, scaledEnergy, oppositeSpinEnergy, sameSpinEnergy]
  ring

/-- With positive denominators, the opposite-spin energy of nonzero integrals is negative. -/
theorem oppositeSpinEnergy_neg {v D : Matrix n n ℝ} (hD : ∀ a b, 0 < D a b) (hv : v ≠ 0) :
    oppositeSpinEnergy v D < 0 := by
  have hex : ∃ a b, v a b ≠ 0 := by
    by_contra h
    apply hv
    ext a b
    by_contra hab
    exact h ⟨a, b, hab⟩
  obtain ⟨a, b, hab⟩ := hex
  have hnn : ∀ i j, 0 ≤ v i j ^ 2 / D i j := fun i j => div_nonneg (sq_nonneg _) (hD i j).le
  have hpos : 0 < v a b ^ 2 / D a b := div_pos (pow_pos_of_ne hab) (hD a b)
  exact neg_neg_of_pos (sum_pos' (fun i _ => sum_nonneg fun j _ => hnn i j)
    ⟨a, mem_univ a, sum_pos' (fun j _ => hnn a j) ⟨b, mem_univ b, hpos⟩⟩)
where
  pow_pos_of_ne {x : ℝ} (hx : x ≠ 0) : 0 < x ^ 2 := by positivity

/-- With symmetric positive denominators, the pair energy lies between three times the opposite-spin
energy and the opposite-spin energy itself. -/
theorem pairEnergy_bounds {D : Matrix n n ℝ} (hS : D.IsSymm) (hD : ∀ a b, 0 < D a b)
    (v : Matrix n n ℝ) :
    3 * oppositeSpinEnergy v D ≤ pairEnergy v D ∧ pairEnergy v D ≤ oppositeSpinEnergy v D := by
  have h0 : 0 ≤ ∑ a, ∑ b, 2 * tripletPart v a b ^ 2 / D a b :=
    sum_nonneg fun a _ => sum_nonneg fun b _ => div_nonneg (by positivity) (hD a b).le
  have h1 : ∑ a, ∑ b, 2 * tripletPart v a b ^ 2 / D a b
      ≤ 2 * ∑ a, ∑ b, (singletPart v a b ^ 2 + tripletPart v a b ^ 2) / D a b := by
    simp only [Finset.mul_sum]
    refine sum_le_sum fun a _ => sum_le_sum fun b _ => ?_
    rw [← mul_div_assoc, div_le_div_iff_of_pos_right (hD a b)]
    nlinarith [sq_nonneg (singletPart v a b)]
  rw [pairEnergy_eq_scaled, scaledEnergy, sameSpinEnergy_eq hS, oppositeSpinEnergy_eq hS]
  constructor <;> linarith

/-- With symmetric positive denominators, the second-order pair energy splits into singlet and
triplet parts with weights one and three; it is nonpositive, and it vanishes only when all the
integrals vanish. -/
theorem pairEnergy_singlet_triplet {D : Matrix n n ℝ} (hS : D.IsSymm)
    (hD : ∀ a b, 0 < D a b) (v : Matrix n n ℝ) :
    pairEnergy v D = -∑ a, ∑ b, (singletPart v a b ^ 2 + 3 * tripletPart v a b ^ 2) / D a b ∧
      pairEnergy v D ≤ 0 ∧ (pairEnergy v D = 0 ↔ v = 0) := by
  have hz : v = 0 → pairEnergy v D = 0 := by
    rintro rfl
    simp [pairEnergy]
  have hneg : v ≠ 0 → pairEnergy v D < 0 := fun hv =>
    lt_of_le_of_lt (pairEnergy_bounds hS hD v).2 (oppositeSpinEnergy_neg hD hv)
  refine ⟨?_, ?_, ?_, hz⟩
  · rw [pairEnergy_eq_scaled, scaledEnergy_eq hS]
    norm_num
  · by_cases hv : v = 0
    · exact (hz hv).le
    · exact (hneg hv).le
  · intro h
    by_contra hv
    exact (hneg hv).ne h

/-- With symmetric positive denominators and at least two virtual orbitals, the scaled pair energy
is nonpositive for all integrals exactly when the singlet weight `cos` and the triplet weight `cos +
2 css` are nonnegative. -/
theorem scaledEnergy_nonpos_iff [Nontrivial n] {D : Matrix n n ℝ} (hS : D.IsSymm)
    (hD : ∀ a b, 0 < D a b) (cos css : ℝ) :
    (∀ v, scaledEnergy cos css v D ≤ 0) ↔ 0 ≤ cos ∧ 0 ≤ cos + 2 * css := by
  classical
  obtain ⟨i, j, hij⟩ := exists_pair_ne n
  constructor
  · intro h
    constructor
    · -- constant integrals are purely singlet
      let v : Matrix n n ℝ := fun _ _ => 1
      have hv : v ≠ 0 := fun h0 => by
        have h1 : (1 : ℝ) = 0 := congrFun (congrFun h0 i) j
        norm_num at h1
      have hs : sameSpinEnergy v D = 0 := by simp [sameSpinEnergy, v]
      have he := h v
      rw [scaledEnergy, hs] at he
      by_contra hc
      nlinarith [mul_pos_of_neg_of_neg (not_le.mp hc) (oppositeSpinEnergy_neg hD hv)]
    · -- a difference of one-orbital functions is purely triplet
      let f : n → ℝ := fun a => if a = i then 1 else 0
      let v : Matrix n n ℝ := fun a b => f a - f b
      have hv : v ≠ 0 := fun h0 => by
        have h1 : f i - f j = 0 := congrFun (congrFun h0 i) j
        simp [f, hij.symm] at h1
      have hs : sameSpinEnergy v D = 2 * oppositeSpinEnergy v D := by
        rw [sameSpinEnergy, oppositeSpinEnergy, mul_neg, neg_inj]
        simp only [Finset.mul_sum]
        refine sum_congr rfl fun a _ => sum_congr rfl fun b _ => ?_
        change (f a - f b) * ((f a - f b) - (f b - f a)) / D a b
          = 2 * ((f a - f b) ^ 2 / D a b)
        ring
      have he := h v
      rw [scaledEnergy, hs] at he
      by_contra hc
      nlinarith [mul_pos_of_neg_of_neg (not_le.mp hc) (oppositeSpinEnergy_neg hD hv)]
  · rintro ⟨h1, h2⟩ v
    rw [scaledEnergy_eq hS]
    exact neg_nonpos.mpr (sum_nonneg fun a _ => sum_nonneg fun b _ =>
      div_nonneg (add_nonneg (mul_nonneg h1 (sq_nonneg _)) (mul_nonneg h2 (sq_nonneg _)))
        (hD a b).le)

end

end SingletTripletPairEnergy
```

```lean
#print axioms SingletTripletPairEnergy.pairEnergy_singlet_triplet
-- 'SingletTripletPairEnergy.pairEnergy_singlet_triplet' depends on axioms: [propext, Classical.choice, Quot.sound]
#print axioms SingletTripletPairEnergy.scaledEnergy_nonpos_iff
-- 'SingletTripletPairEnergy.scaledEnergy_nonpos_iff' depends on axioms: [propext, Classical.choice, Quot.sound]
```

## What the theorems say about the orbitals

The type `n` labels the virtual orbitals. It is any finite type, including the empty one, where every energy is zero and the only matrix is $v=0$. The real matrices `v` and `D` hold the integrals and denominators of one fixed occupied pair. `singletPart v` is $p$ and `tripletPart v` is $m$, both with the factor $\tfrac12$, so that they add up to $v$.

`pairEnergy`, `oppositeSpinEnergy` and `sameSpinEnergy` are $E$, $E_{\mathrm{os}}$ and $E_{\mathrm{ss}}$, with the minus sign included. They follow the convention in which the total energy is a sum over ordered occupied pairs; in a sum restricted to $i\le j$, each pair with $i<j$ counts twice and each pair with $i=j$ once. In `scaledEnergy`, the variables `cos` and `css` are the factors $c_{\mathrm{os}}$ and $c_{\mathrm{ss}}$; `cos` is not the cosine.

There are two physical hypotheses. `hS : D.IsSymm` says $D_{ab}=D_{ba}$, which holds for denominators built from orbital energies. `hD : ∀ a b, 0 < D a b` holds whenever every virtual level lies above both occupied ones. Both are assumed; no orbital energies appear in the file.

The main theorem, `pairEnergy_singlet_triplet`, states under these hypotheses and for every `v` that the energy equals the sum of squares with weights 1 and 3, that it is at most zero, and that it is zero if and only if `v = 0`. `pairEnergy_bounds` is the two-sided estimate by $E_{\mathrm{os}}$. `scaledEnergy_nonpos_iff` is the criterion for the scaling factors, and `[Nontrivial n]` is its requirement of at least two virtual orbitals. The phrase "for all integrals" there means all real matrices, not only those that some molecule produces.

The energy formulas are definitions here, not consequences of perturbation theory. Complex orbitals, open shells, infinite basis sets and non-canonical orbitals with off-diagonal Fock elements are not treated.

## How the proofs follow the derivation

`cross_term_zero` is the argument $X=-X$. `Finset.sum_comm` exchanges the two summations on the left side, `hS.apply a b` replaces $D_{ba}$ by $D_{ab}$, and `ring` verifies the change of sign in each term. `linarith` then concludes $X=0$.

`oppositeSpinEnergy_eq` and `sameSpinEnergy_eq` each expand the summand into squares plus twice the cross term, again term by term with `ring`, and then remove the cross term by the previous lemma. `scaledEnergy_eq` combines the two results linearly. `pairEnergy_eq_scaled` is the splitting $E=E_{\mathrm{os}}+E_{\mathrm{ss}}$, written as scaling with both factors equal to 1; it needs no hypothesis on `D`.

`oppositeSpinEnergy_neg` first extracts a nonzero entry from `v ≠ 0`. It then applies `sum_pos'` twice, once for each summation: all terms are nonnegative and one is positive, so the sum is positive.

In `pairEnergy_bounds`, `h0` says that $-E_{\mathrm{ss}}\ge0$, and `h1` is the comparison $2m_{ab}^2\le2(p_{ab}^2+m_{ab}^2)$, divided by $D_{ab}$ and summed. Both inequalities then follow by `linarith`.

The main theorem assembles these results. Setting both factors to 1 in `scaledEnergy_eq` gives the weights 1 and $1+2\cdot1=3$. The upper bound together with `oppositeSpinEnergy_neg` gives `hneg`, strict negativity for `v ≠ 0`. The sign follows by separating the cases `v = 0` and `v ≠ 0`, and the vanishing statement by contradiction.

For `scaledEnergy_nonpos_iff`, the forward direction uses the two test matrices of the derivation, with the orbital $k$ called `i` in the code. In each case a negative weight times the negative $E_{\mathrm{os}}$ would be a positive scaled energy, which `nlinarith` finds to contradict the assumption. The reverse direction reads the sign off `scaledEnergy_eq`, where every summand is nonnegative.
